# Three-cycle paths and tiling give exactly two nodal cells for a continuous antisymmetric wavefunction

For ten identical fermions, a reference configuration off the nodes has $10!/2 = 1\,814\,400$ even relabellings, counting the identity. Any that no node-avoiding path joins to the reference lies in a further nodal cell of the same sign. Suppose paths are known only for the three-cycles $(0\,1\,k)$. Do they settle the rest?

Nodal cells matter in fixed-node diffusion Monte Carlo, where walkers stay in their starting cell in the limit of small time steps. The treatment here is for real wavefunctions of one spin species, with $N\ge 3$.

Products of permutations act from right to left, and $(a\,b\,k)=(a\,b)(b\,k)$ sends $a\to b\to k\to a$.

```lean
import Mathlib

open Equiv Equiv.Perm

namespace ThreeCycleConnectivity

/-- The permutation `a → b → k → a`, for three distinct labels, written as a product of two
exchanges. -/
def threeCycle {α : Type*} [DecidableEq α] (a b k : α) : Perm α :=
  swap a b * swap b k
```

### (a) Pairs of exchanges

Let a group $H$ of permutations contain $(a\,b\,k)$ for every label $k\ne a,b$. Write $s=(a\,b)$. Show that, for all $x\neq y$,
$$s\,(x\,y)\in H.$$

**Solution.** If $y=b$ or $x=b$, the product is $s(b\,k)$ for some $k\neq b$. This is a given three-cycle, or the identity when $k=a$. Otherwise $(x\,y)=(b\,x)(b\,y)(b\,x)$, and since $s^2=1$,
$$s(x\,y)=[s(b\,x)]\,[s(b\,y)]^{-1}\,[s(b\,x)],$$
a product of elements of $H$. In the code, `key` is the first case, `e` the conjugation and `e2` the displayed identity.

```lean
/-- If a group of permutations contains the three-cycles `(a b k)` for all other labels `k`, it
contains the exchange of `a` and `b` combined with any other exchange. -/
theorem swap_mul_swap_mem {α : Type*} [DecidableEq α] {H : Subgroup (Perm α)} {a b : α}
    (h : ∀ k, k ≠ a → k ≠ b → threeCycle a b k ∈ H) {x y : α} (hxy : x ≠ y) :
    swap a b * swap x y ∈ H := by
  -- exchanges that involve `b` come directly from the three-cycles
  have key : ∀ k, k ≠ b → swap a b * swap b k ∈ H := by
    intro k hk
    by_cases hka : k = a
    · rw [hka, Equiv.swap_comm b a, Equiv.swap_mul_self]
      exact H.one_mem
    · exact h k hka hk
  by_cases hx : x = b
  · rw [hx]
    exact key y (fun e => hxy (hx.trans e.symm))
  by_cases hy : y = b
  · rw [hy, Equiv.swap_comm x b]
    exact key x hx
  -- any other exchange is conjugate to one that involves `b`
  have e : swap x y = swap b x * swap b y * (swap b x)⁻¹ := by
    have h1 := Equiv.swap_apply_apply (swap b x) b y
    rwa [Equiv.swap_apply_left, Equiv.swap_apply_of_ne_of_ne hy hxy.symm] at h1
  have e2 : swap a b * swap x y =
      (swap a b * swap b x) * (swap a b * swap b y)⁻¹ * (swap a b * swap b x) := by
    rw [e]
    simp only [mul_inv_rev, Equiv.swap_inv, mul_assoc, Equiv.swap_mul_self_mul]
  rw [e2]
  exact H.mul_mem (H.mul_mem (key x hx) (H.inv_mem (key y hy))) (key x hx)
```

### (b) From exchanges to the whole group

Let the label set be finite, $a\ne b$, and let $H$ also have no odd element. Show that $H$ is the group of all even permutations:
$$H=A.$$

**Solution.** $H\subseteq A$ by assumption. For the converse, first show that every $\tau$ satisfies $\tau\in H$ or $s\tau\in H$ (`dich`), by induction on the number of exchanges. The identity is in $H$. Let $\tau=(x\,y)f$. If $f\in H$, then $s\tau=[s(x\,y)]f\in H$. If $sf\in H$, then $\tau=[s(x\,y)]^{-1}(sf)\in H$. For even $\sigma$, $s\sigma$ is odd and cannot be in $H$, so $\sigma\in H$.

```lean
/-- A group of permutations of finitely many labels that has no odd element and contains
`(a b k)` for two fixed distinct labels `a`, `b` and every other `k` is the alternating group. -/
theorem eq_alternatingGroup {α : Type*} [DecidableEq α] [Fintype α] {H : Subgroup (Perm α)}
    {a b : α} (hab : a ≠ b) (heven : ∀ σ ∈ H, sign σ = 1)
    (h : ∀ k, k ≠ a → k ≠ b → threeCycle a b k ∈ H) : H = alternatingGroup α := by
  apply le_antisymm
  · intro σ hσ
    exact Equiv.Perm.mem_alternatingGroup.mpr (heven σ hσ)
  · intro σ hσ
    -- every permutation lies in `H`, possibly after one exchange of `a` and `b`
    have dich : ∀ τ : Perm α, τ ∈ H ∨ swap a b * τ ∈ H := by
      intro τ
      refine Equiv.Perm.swap_induction_on τ (Or.inl H.one_mem) ?_
      intro f x y hxy ih
      rcases ih with hf | hf
      · right
        rw [← mul_assoc]
        exact H.mul_mem (swap_mul_swap_mem h hxy) hf
      · left
        have e : swap x y * f = (swap a b * swap x y)⁻¹ * (swap a b * f) := by
          simp only [mul_inv_rev, Equiv.swap_inv, mul_assoc, Equiv.swap_mul_self_mul]
        rw [e]
        exact H.mul_mem (H.inv_mem (swap_mul_swap_mem h hxy)) hf
    rcases dich σ with h1 | h1
    · exact h1
    · have h2 := heven _ h1
      rw [Equiv.Perm.sign_mul, sign_swap hab, Equiv.Perm.mem_alternatingGroup.mp hσ] at h2
      exact absurd h2 (by decide)
```

### (c) The test for numbered particles

For labels $0,\dots,N-1$, show that
$$\bigl(H\text{ has no odd element and }(0\,1\,k)\in H\text{ for }2\le k\le N-1\bigr)\iff H=A_N.$$

**Solution.** Left to right is (b) with $a=0$, $b=1$, since $k\neq0,1$ means $k\ge2$. Conversely, $A_N$ has only even elements, and a three-cycle is even as a product of two exchanges. Lean writes $N$ as `n + 3`, which builds in $N\ge3$.

```lean
/-- Three-cycle test for `N = n + 3` particles: a group of permutations has no odd element and
contains `(0 1 k)` for every `k` from `2` to `N - 1` exactly when it is the alternating group. -/
theorem three_cycle_test {n : ℕ} (H : Subgroup (Perm (Fin (n + 3)))) :
    ((∀ σ ∈ H, sign σ = 1) ∧ ∀ k : Fin (n + 3), 2 ≤ (k : ℕ) → threeCycle 0 1 k ∈ H) ↔
      H = alternatingGroup (Fin (n + 3)) := by
  have h01 : (0 : Fin (n + 3)) ≠ 1 := by simp
  constructor
  · rintro ⟨heven, h⟩
    refine eq_alternatingGroup h01 heven (fun k hk0 hk1 => h k ?_)
    have h0 : (k : ℕ) ≠ 0 := fun e => hk0 (Fin.ext (by rw [e]; rfl))
    have h1 : (k : ℕ) ≠ 1 := fun e => hk1 (Fin.ext (by rw [e]; rfl))
    omega
  · rintro rfl
    refine ⟨fun σ hσ => Equiv.Perm.mem_alternatingGroup.mp hσ, fun k hk => ?_⟩
    have h1k : (1 : Fin (n + 3)) ≠ k := by
      intro e
      have e' : 1 = (k : ℕ) := congrArg Fin.val e
      omega
    rw [Equiv.Perm.mem_alternatingGroup, threeCycle, Equiv.Perm.sign_mul, sign_swap h01,
      sign_swap h1k]
    decide
```

### (d) Relabelling a path

A configuration `x : Fin N → E` assigns each particle a point of a topological space $E$, such as $\mathbb R^3$. In `x ∘ σ`, particle $i$ sits where particle $\sigma(i)$ sat. Antisymmetry reads $\psi(x\circ\sigma)=\operatorname{sgn}(\sigma)\,\psi(x)$. Write $x\sim y$ (`SameCell`) if a continuous path joins $x$ to $y$ with $\psi\neq0$ throughout, endpoints included.

```lean
variable {N : ℕ} {E : Type*}

/-- A real wavefunction is antisymmetric if relabelling the particles by `σ` multiplies it by
the sign of `σ`. -/
def Antisymmetric (ψ : (Fin N → E) → ℝ) : Prop :=
  ∀ (σ : Perm (Fin N)) (x : Fin N → E), ψ (x ∘ σ) = ((sign σ : ℤ) : ℝ) * ψ x

variable [TopologicalSpace E]

/-- Two configurations lie in the same nodal cell if a continuous path joins them on which the
wavefunction never vanishes. -/
def SameCell (ψ : (Fin N → E) → ℝ) (x y : Fin N → E) : Prop :=
  JoinedIn {z | ψ z ≠ 0} x y
```

For antisymmetric $\psi$, show that
$$x\sim y\ \Rightarrow\ x\circ\sigma\sim y\circ\sigma.$$

**Solution.** If $\gamma(t)$ is the path from $x$ to $y$, take $\gamma(t)\circ\sigma$. It is continuous because only coordinates are permuted, and $\psi(\gamma(t)\circ\sigma)=\pm\psi(\gamma(t))\neq0$.

```lean
/-- For an antisymmetric wavefunction, relabelling two configurations of one nodal cell in the
same way gives two configurations that again share a cell. -/
theorem SameCell.relabel {ψ : (Fin N → E) → ℝ} (hψ : Antisymmetric ψ) {x y : Fin N → E}
    (h : SameCell ψ x y) (σ : Perm (Fin N)) : SameCell ψ (x ∘ σ) (y ∘ σ) := by
  obtain ⟨γ, hγ⟩ := h
  have hc : Continuous (fun z : Fin N → E => z ∘ σ) :=
    continuous_pi fun i => continuous_apply (σ i)
  refine ⟨γ.map hc, fun t => ?_⟩
  change ψ (γ t ∘ σ) ≠ 0
  rw [hψ]
  refine mul_ne_zero ?_ (hγ t)
  rcases Int.units_eq_one_or (sign σ) with h | h <;> rw [h] <;> simp
```

### (e) Sign within a cell

For continuous $\psi$, show that
$$x\sim y\ \Rightarrow\ \psi(x)\psi(y)>0.$$

**Solution.** Both values are nonzero. If their signs differed, the intermediate value theorem would give a zero of $\psi(\gamma(t))$ on the path. The code derives this zero as `hz`, treating the two signs of $\psi(x)$ separately.

```lean
/-- A continuous wavefunction has the same sign at any two points of one nodal cell. -/
theorem SameCell.mul_pos {ψ : (Fin N → E) → ℝ} (hc : Continuous ψ) {x y : Fin N → E}
    (h : SameCell ψ x y) : 0 < ψ x * ψ y := by
  obtain ⟨γ, hγ⟩ := h
  have : PreconnectedSpace unitInterval := Subtype.preconnectedSpace isPreconnected_Icc
  have hg : Continuous (fun t => ψ (γ t)) := hc.comp γ.continuous
  have h0 : ψ (γ 0) = ψ x := by rw [γ.source]
  have h1 : ψ (γ 1) = ψ y := by rw [γ.target]
  have hx : ψ x ≠ 0 := h0 ▸ hγ 0
  by_contra hn
  -- a change of sign would force a zero on the path
  have hz : (0 : ℝ) ∈ Set.range (fun t => ψ (γ t)) := by
    rcases lt_or_gt_of_ne hx with hx | hx
    · have hy : 0 ≤ ψ y := by
        by_contra hy
        exact hn (mul_pos_of_neg_of_neg hx (not_le.mp hy))
      exact mem_range_of_exists_le_of_exists_ge hg ⟨0, h0.le.trans hx.le⟩ ⟨1, hy.trans h1.ge⟩
    · have hy : ψ y ≤ 0 := by
        by_contra hy
        exact hn (_root_.mul_pos hx (not_le.mp hy))
      exact mem_range_of_exists_le_of_exists_ge hg ⟨1, h1.le.trans hy⟩ ⟨0, hx.le.trans h0.ge⟩
  obtain ⟨t, ht⟩ := hz
  exact hγ t ht
```

### (f) Counting the cells

Let $\psi$ be antisymmetric and fix $R$ with $\psi(R)\ne0$. The relabellings with $R\sim R\circ\sigma$ form a group, `cellGroup`. The constant path gives the identity. If $R\sim R\circ\sigma$ and $R\sim R\circ\tau$, then (d) gives $R\circ\tau\sim R\circ\sigma\tau$, hence $R\sim R\circ\sigma\tau$. Relabelling by $\sigma^{-1}$ gives inverses.

```lean
/-- The group of relabellings that keep a configuration `R` off the nodes in its own nodal cell,
for an antisymmetric wavefunction. -/
def cellGroup (ψ : (Fin N → E) → ℝ) (hψ : Antisymmetric ψ) (R : Fin N → E) (hR : ψ R ≠ 0) :
    Subgroup (Perm (Fin N)) where
  carrier := {σ | SameCell ψ R (R ∘ σ)}
  one_mem' := JoinedIn.refl hR
  mul_mem' := fun {_ τ} hσ hτ => JoinedIn.trans hτ (SameCell.relabel hψ hσ τ)
  inv_mem' := by
    intro σ hσ
    have h := SameCell.relabel hψ hσ σ⁻¹
    have e : (R ∘ σ) ∘ (σ⁻¹ : Perm (Fin N)) = R := by
      funext i
      simp
    rw [e] at h
    exact JoinedIn.symm h
```

Let $\psi$ be continuous and antisymmetric, with $R\sim R\circ(0\,1\,k)$ for all $k\ge2$. Assume tiling: every $x$ off the nodes satisfies $x\sim R\circ\sigma$ for some $\sigma$. Physically, all cells are copies of one another under particle exchange, a property associated with fermionic ground states and assumed here. With $s=(0\,1)$, show that
$$R\not\sim R\circ s,\qquad \psi(x)\neq0\Rightarrow x\sim R\ \text{ or }\ x\sim R\circ s.$$

**Solution.** If $R\sim R\circ\sigma$, then (e) gives $0<\operatorname{sgn}(\sigma)\psi(R)^2$, so $\sigma$ is even (`heven`). This excludes $s$, and by (c) the group is $A_N$ (`hA`). Now take $x\sim R\circ\sigma$ from tiling. If $\sigma$ is even, $R\circ\sigma\sim R$. If $\sigma$ is odd, $\sigma s$ is even, so $R\sim R\circ\sigma s$. Relabelling by $s$ gives $R\circ s\sim R\circ\sigma\sim x$.

```lean
/-- Let a continuous antisymmetric wavefunction of `n + 3` particles have a point `R` off the
nodes that is connected to its images under all `(0 1 k)`, and let every cell contain a relabelled
copy of `R`. Then there are exactly two nodal cells, that of `R` and that of `R` with particles
`0` and `1` exchanged. -/
theorem two_nodal_cells {n : ℕ} {ψ : (Fin (n + 3) → E) → ℝ} (hc : Continuous ψ)
    (hψ : Antisymmetric ψ) {R : Fin (n + 3) → E} (hR : ψ R ≠ 0)
    (h3 : ∀ k : Fin (n + 3), 2 ≤ (k : ℕ) → SameCell ψ R (R ∘ threeCycle 0 1 k))
    (tiling : ∀ x, ψ x ≠ 0 → ∃ σ : Perm (Fin (n + 3)), SameCell ψ x (R ∘ σ)) :
    ¬ SameCell ψ R (R ∘ swap 0 1) ∧
      ∀ x, ψ x ≠ 0 → SameCell ψ x R ∨ SameCell ψ x (R ∘ swap 0 1) := by
  have hs : sign (swap (0 : Fin (n + 3)) 1) = -1 := sign_swap (by simp)
  -- an odd relabelling reverses the sign of the wavefunction, so it leaves the cell
  have heven : ∀ σ ∈ cellGroup ψ hψ R hR, sign σ = 1 := by
    intro σ hσ
    have hp : 0 < ψ R * ψ (R ∘ σ) := SameCell.mul_pos hc hσ
    rcases Int.units_eq_one_or (sign σ) with h | h
    · exact h
    · rw [hψ, h] at hp
      push_cast at hp
      nlinarith [sq_nonneg (ψ R)]
  have hA := (three_cycle_test (cellGroup ψ hψ R hR)).mp ⟨heven, h3⟩
  have hmem : ∀ σ : Perm (Fin (n + 3)), sign σ = 1 → SameCell ψ R (R ∘ σ) := by
    intro σ hσ
    have h : σ ∈ cellGroup ψ hψ R hR := by
      rw [hA]
      exact Equiv.Perm.mem_alternatingGroup.mpr hσ
    exact h
  refine ⟨fun h => ?_, fun x hx => ?_⟩
  · have h1 := heven _ h
    rw [hs] at h1
    exact absurd h1 (by decide)
  · obtain ⟨σ, hσ⟩ := tiling x hx
    rcases Int.units_eq_one_or (sign σ) with h | h
    · exact Or.inl (JoinedIn.trans hσ (JoinedIn.symm (hmem σ h)))
    · right
      have h1 := hmem (σ * swap 0 1) (by rw [Equiv.Perm.sign_mul, h, hs]; decide)
      have h2 := SameCell.relabel hψ h1 (swap 0 1)
      have e : (R ∘ (σ * swap 0 1 : Perm (Fin (n + 3)))) ∘ swap 0 1 = R ∘ σ := by
        funext i
        simp
      rw [e] at h2
      exact JoinedIn.trans hσ (JoinedIn.symm h2)

end ThreeCycleConnectivity
```

```lean
#print axioms ThreeCycleConnectivity.two_nodal_cells
```

```
'ThreeCycleConnectivity.two_nodal_cells' depends on axioms: [propext, Classical.choice, Quot.sound]
```

The step to electrons of both spins remains: with spins assigned, the spatial wavefunction is guaranteed to be antisymmetric only under exchanges within each spin species.
